# An observable has a strictly positive Schwinger term unless the unique ground state is one of its eigenstates

In quantum electrodynamics, a naive use of the canonical anticommutators makes the charge density commute with the current density at equal times, although charge conservation ties the divergence of that current to the rate of change of the density. The Lean file below treats this conflict for Hermitian matrices: if an observable and its own time derivative have a commutator with zero expectation value in a unique ground state, the observable maps that state to a multiple of itself.

```lean
import Mathlib

open Matrix
open scoped ComplexOrder

namespace SchwingerTermPositivity

noncomputable section

variable {n : Type*} [Fintype n] [DecidableEq n]

/-- The expectation value `⟨v, M v⟩` of an operator in the (not necessarily normalised)
state `v`. -/
def expect (M : Matrix n n ℂ) (v : n → ℂ) : ℂ := star v ⬝ᵥ M *ᵥ v

/-- The commutator `[X, Y]`. -/
def comm (X Y : Matrix n n ℂ) : Matrix n n ℂ := X * Y - Y * X

/-- `w` is a normalised eigenvector of `H` with energy `E`, and every state not proportional
to `w` has a mean energy above `E`. -/
def IsUniqueGroundState (H : Matrix n n ℂ) (E : ℝ) (w : n → ℂ) : Prop :=
  star w ⬝ᵥ w = 1 ∧ H *ᵥ w = (E : ℂ) • w ∧
    ∀ v : n → ℂ, (¬ ∃ c : ℂ, v = c • w) → (E : ℂ) * (star v ⬝ᵥ v) < expect H v

variable {H A : Matrix n n ℂ} {E : ℝ} {w : n → ℂ}

omit [DecidableEq n] in
/-- A Hermitian operator can be moved from one side of the inner product to the other. -/
theorem hermitian_move {M : Matrix n n ℂ} (hM : M.IsHermitian) (x y : n → ℂ) :
    star x ⬝ᵥ M *ᵥ y = star (M *ᵥ x) ⬝ᵥ y := by
  rw [Matrix.star_mulVec, hM.eq, Matrix.dotProduct_mulVec]

/-- In an energy eigenstate `w`, the expectation value of `[A, [H, A]]` is twice the energy of
`A w` measured from `E`, weighted with the squared norm of `A w`. -/
theorem expect_double_comm (hH : H.IsHermitian) (hA : A.IsHermitian)
    (hw : H *ᵥ w = (E : ℂ) • w) :
    expect (comm A (comm H A)) w =
      2 * (expect H (A *ᵥ w) - (E : ℂ) * (star (A *ᵥ w) ⬝ᵥ A *ᵥ w)) := by
  have e : comm A (comm H A) = A * H * A + A * H * A - A * A * H - H * A * A := by
    unfold comm
    noncomm_ring
  have h1 : star w ⬝ᵥ A *ᵥ (H *ᵥ (A *ᵥ w)) = star (A *ᵥ w) ⬝ᵥ H *ᵥ (A *ᵥ w) :=
    hermitian_move hA _ _
  -- in the other two terms `H` acts on the eigenstate, to the right or to the left
  have h2 : star w ⬝ᵥ A *ᵥ (A *ᵥ (H *ᵥ w)) = (E : ℂ) * (star (A *ᵥ w) ⬝ᵥ A *ᵥ w) := by
    rw [hermitian_move hA w (A *ᵥ (H *ᵥ w)), hw, Matrix.mulVec_smul, dotProduct_smul,
      smul_eq_mul]
  have h3 : star w ⬝ᵥ H *ᵥ (A *ᵥ (A *ᵥ w)) = (E : ℂ) * (star (A *ᵥ w) ⬝ᵥ A *ᵥ w) := by
    rw [hermitian_move hH w (A *ᵥ (A *ᵥ w)), hw, star_smul, smul_dotProduct,
      hermitian_move hA w (A *ᵥ w), smul_eq_mul, Complex.star_def, Complex.conj_ofReal]
  rw [e]
  simp only [expect, Matrix.sub_mulVec, Matrix.add_mulVec, ← Matrix.mulVec_mulVec,
    dotProduct_sub, dotProduct_add]
  rw [h1, h2, h3]
  ring

/-- Positivity of the Schwinger term: if `A` does not merely rescale the unique ground state,
then `[A, [H, A]]` has a strictly positive ground-state expectation value. -/
theorem schwinger_term_pos (hH : H.IsHermitian) (hA : A.IsHermitian)
    (hw : IsUniqueGroundState H E w) (hAw : ¬ ∃ c : ℂ, A *ᵥ w = c • w) :
    0 < expect (comm A (comm H A)) w := by
  rw [expect_double_comm hH hA hw.2.1, two_mul]
  have h := sub_pos.mpr (hw.2.2 _ hAw)
  exact add_pos h h

/-- The Schwinger term vanishes exactly when `A` maps the ground state to a multiple of
itself. -/
theorem schwinger_term_eq_zero_iff (hH : H.IsHermitian) (hA : A.IsHermitian)
    (hw : IsUniqueGroundState H E w) :
    expect (comm A (comm H A)) w = 0 ↔ ∃ c : ℂ, A *ᵥ w = c • w := by
  constructor
  · intro h
    by_contra hc
    exact (schwinger_term_pos hH hA hw hc).ne' h
  · rintro ⟨c, hc⟩
    rw [expect_double_comm hH hA hw.2.1, expect, hc, Matrix.mulVec_smul, hw.2.1]
    simp only [dotProduct_smul, smul_eq_mul]
    ring

/-- If the commutator of `A` with its time derivative `i[H, A]` has zero expectation value in
the unique ground state, then `A` maps that state to a multiple of itself. -/
theorem rescales_of_no_schwinger_term (hH : H.IsHermitian) (hA : A.IsHermitian)
    (hw : IsUniqueGroundState H E w)
    (hJ : expect (comm A (Complex.I • comm H A)) w = 0) :
    ∃ c : ℂ, A *ᵥ w = c • w := by
  have h (X : Matrix n n ℂ) : comm A (Complex.I • X) = Complex.I • comm A X := by
    simp only [comm, mul_smul_comm, smul_mul_assoc, smul_sub]
  rw [h, expect, Matrix.smul_mulVec, dotProduct_smul, smul_eq_mul] at hJ
  exact (schwinger_term_eq_zero_iff hH hA hw).mp
    ((mul_eq_zero.mp hJ).resolve_left Complex.I_ne_zero)

/-- Spectral sum rule: for a complete set of energy eigenstates `u k`, the Schwinger term is
twice the sum of the transition strengths of `A` weighted with the excitation energies. -/
theorem schwinger_sum_rule {κ : Type*} [Fintype κ] (hH : H.IsHermitian) (hA : A.IsHermitian)
    (hw : H *ᵥ w = (E : ℂ) • w) (u : κ → n → ℂ) (ε : κ → ℝ)
    (hε : ∀ k, H *ᵥ u k = (ε k : ℂ) • u k)
    (hu : ∀ x : n → ℂ, ∑ k, (star (u k) ⬝ᵥ x) • u k = x) :
    expect (comm A (comm H A)) w =
      2 * ∑ k, ((ε k : ℂ) - (E : ℂ)) * (Complex.normSq (star (u k) ⬝ᵥ A *ᵥ w) : ℂ) := by
  rw [expect_double_comm hH hA hw]
  generalize A *ᵥ w = v
  have dsum (f : κ → n → ℂ) : star v ⬝ᵥ ∑ k, f k = ∑ k, star v ⬝ᵥ f k := by
    simp only [dotProduct, Finset.sum_apply, Finset.mul_sum]
    exact Finset.sum_comm
  -- insert the complete set of states into an inner product
  have key (x : n → ℂ) :
      star v ⬝ᵥ x = ∑ k, star (star (u k) ⬝ᵥ v) * (star (u k) ⬝ᵥ x) := by
    calc star v ⬝ᵥ x = star v ⬝ᵥ ∑ k, (star (u k) ⬝ᵥ x) • u k := by rw [hu x]
      _ = ∑ k, star v ⬝ᵥ ((star (u k) ⬝ᵥ x) • u k) := dsum _
      _ = _ := Finset.sum_congr rfl fun k _ => by
        rw [dotProduct_smul, smul_eq_mul, Matrix.star_dotProduct v (u k), mul_comm]
  rw [expect, key (H *ᵥ v), key v, Finset.mul_sum, ← Finset.sum_sub_distrib]
  congr 1
  refine Finset.sum_congr rfl fun k _ => ?_
  have hk : star (u k) ⬝ᵥ H *ᵥ v = (ε k : ℂ) * (star (u k) ⬝ᵥ v) := by
    rw [hermitian_move hH (u k) v, hε k, star_smul, smul_dotProduct, smul_eq_mul,
      Complex.star_def, Complex.conj_ofReal]
  rw [hk, Complex.normSq_eq_conj_mul_self, Complex.star_def]
  ring

/-- If all states orthogonal to the normalised eigenstate `w` have mean energy at least
`E + Δ`, the Schwinger term is at least `2 Δ` times the variance of `A` in `w`. -/
theorem schwinger_term_ge_gap {Δ : ℝ} (hH : H.IsHermitian) (hA : A.IsHermitian)
    (hn : star w ⬝ᵥ w = 1) (hw : H *ᵥ w = (E : ℂ) • w)
    (hgap : ∀ v : n → ℂ, star w ⬝ᵥ v = 0 →
      ((E : ℂ) + (Δ : ℂ)) * (star v ⬝ᵥ v) ≤ expect H v) :
    2 * (Δ : ℂ) * (expect (A * A) w - expect A w ^ 2) ≤ expect (comm A (comm H A)) w := by
  obtain ⟨a, ha⟩ : ∃ a, star w ⬝ᵥ A *ᵥ w = a := ⟨_, rfl⟩
  have h2 : star (A *ᵥ w) ⬝ᵥ w = a := by rw [← hermitian_move hA w w, ha]
  have hs : star a = a := by
    have h : star (A *ᵥ w) ⬝ᵥ w = star (star w ⬝ᵥ A *ᵥ w) := Matrix.star_dotProduct _ _
    rw [h2, ha] at h
    exact h.symm
  have h3 : star w ⬝ᵥ H *ᵥ (A *ᵥ w) = (E : ℂ) * a := by
    rw [hermitian_move hH w (A *ᵥ w), hw, star_smul, smul_dotProduct, ha, smul_eq_mul,
      Complex.star_def, Complex.conj_ofReal]
  have hAA : expect (A * A) w = star (A *ᵥ w) ⬝ᵥ A *ᵥ w := by
    rw [expect, ← Matrix.mulVec_mulVec, hermitian_move hA w (A *ᵥ w)]
  -- apply the gap to the part of `A w` orthogonal to `w`
  have g := hgap (A *ᵥ w - a • w) (by
    rw [dotProduct_sub, dotProduct_smul, ha, hn, smul_eq_mul, mul_one, sub_self])
  simp only [expect, Matrix.mulVec_sub, Matrix.mulVec_smul, hw, star_sub, star_smul,
    sub_dotProduct, dotProduct_sub, smul_dotProduct, dotProduct_smul, smul_eq_mul,
    hs, hn, ha, h2, h3] at g
  have g' := sub_nonneg.mpr g
  rw [expect_double_comm hH hA hw, hAA, ← sub_nonneg]
  simp only [expect, ha]
  convert add_nonneg g' g' using 1
  ring

/-- The two-level Hamiltonian `diag(0, 1)`, the flip operator and the lower level satisfy the
hypotheses of the positivity theorem, and the Schwinger term equals `2`. -/
theorem schwinger_term_witness :
    (!![0, 0; 0, 1] : Matrix (Fin 2) (Fin 2) ℂ).IsHermitian ∧
    (!![0, 1; 1, 0] : Matrix (Fin 2) (Fin 2) ℂ).IsHermitian ∧
    IsUniqueGroundState !![0, 0; 0, 1] 0 ![1, 0] ∧
    (¬ ∃ c : ℂ, (!![0, 1; 1, 0] : Matrix (Fin 2) (Fin 2) ℂ) *ᵥ (![1, 0] : Fin 2 → ℂ) =
      c • (![1, 0] : Fin 2 → ℂ)) ∧
    expect (comm !![0, 1; 1, 0] (comm !![0, 0; 0, 1] !![0, 1; 1, 0])) ![1, 0] = 2 := by
  have hH : (!![0, 0; 0, 1] : Matrix (Fin 2) (Fin 2) ℂ).IsHermitian := by
    ext i j
    fin_cases i <;> fin_cases j <;> simp
  have hA : (!![0, 1; 1, 0] : Matrix (Fin 2) (Fin 2) ℂ).IsHermitian := by
    ext i j
    fin_cases i <;> fin_cases j <;> simp
  have hw : (!![0, 0; 0, 1] : Matrix (Fin 2) (Fin 2) ℂ) *ᵥ ![1, 0]
      = ((0 : ℝ) : ℂ) • ![1, 0] := by
    ext i
    fin_cases i <;> simp [Matrix.mulVec, dotProduct, Fin.sum_univ_two]
  refine ⟨hH, hA, ⟨?_, hw, ?_⟩, ?_, ?_⟩
  · simp [dotProduct, Fin.sum_univ_two]
  · intro v hv
    have h1 : v 1 ≠ 0 := fun h => hv ⟨v 0, by ext i; fin_cases i <;> simp [h]⟩
    have h2 : expect !![0, 0; 0, 1] v = (Complex.normSq (v 1) : ℂ) := by
      rw [Complex.normSq_eq_conj_mul_self]
      simp [expect, Matrix.mulVec, dotProduct, Fin.sum_univ_two]
    rw [h2, Complex.ofReal_zero, zero_mul]
    exact_mod_cast Complex.normSq_pos.mpr h1
  · rintro ⟨c, hc⟩
    have h := congrFun hc 1
    simp [Matrix.mulVec, dotProduct, Fin.sum_univ_two] at h
  · rw [expect_double_comm hH hA hw]
    simp [expect, Matrix.mulVec, dotProduct, Fin.sum_univ_two]

end

end SchwingerTermPositivity
```

```lean
#print axioms SchwingerTermPositivity.schwinger_term_pos
#print axioms SchwingerTermPositivity.rescales_of_no_schwinger_term
#print axioms SchwingerTermPositivity.schwinger_sum_rule
#print axioms SchwingerTermPositivity.schwinger_term_ge_gap
```

```
'SchwingerTermPositivity.schwinger_term_pos' depends on axioms: [propext, Classical.choice, Quot.sound]
'SchwingerTermPositivity.rescales_of_no_schwinger_term' depends on axioms: [propext, Classical.choice, Quot.sound]
'SchwingerTermPositivity.schwinger_sum_rule' depends on axioms: [propext, Classical.choice, Quot.sound]
'SchwingerTermPositivity.schwinger_term_ge_gap' depends on axioms: [propext, Classical.choice, Quot.sound]
```

## Ground states and expectation values as matrices

A state is a function `n → ℂ` on a finite index set, and an operator is a complex matrix. The inner product $\langle x,y\rangle$ is `star x ⬝ᵥ y`, antilinear in the first entry. `expect M v` is $\langle v,Mv\rangle$ and `comm X Y` is $[X,Y]=XY-YX$. For a general nonzero $v$, the mean energy is `expect H v` divided by $\langle v,v\rangle$.

The predicate `IsUniqueGroundState H E w` collects three conditions: $\langle w,w\rangle=1$, $Hw=Ew$ with $E$ real, and

$$E\,\langle v,v\rangle<\langle v,Hv\rangle\quad\text{for every } v \text{ that is not a multiple of } w.$$

The zero vector is a multiple of $w$, so the last condition says that every normalised state other than $w$ up to a phase has mean energy above $E$. It stands for a stable, non-degenerate vacuum or ground state, and it is assumed, not derived from a particular Hamiltonian.

Write $S=\langle w,[A,[H,A]]w\rangle$. This number is what the title and the theorem names call the Schwinger term. The theorem `schwinger_term_pos` says that if $H$ and $A$ are Hermitian, $w$ is the unique ground state and $Aw$ is not a multiple of $w$, then $0<S$. The inequality uses the order on ℂ, in which $0<z$ means that $z$ is real and positive, so the reality of $S$ is part of the conclusion. In a one-dimensional space every vector is a multiple of $w$, and the theorem has no cases to cover.

## Charge density, current and the double commutator

With $\hbar=1$, the time derivative of $A$ is $i[H,A]$. In the field theory, take $A=\int f\rho$, the charge density smeared with a real test function. The continuity equation $\partial_t\rho=-\nabla\cdot\mathbf j$ and an integration by parts give $i[H,A]=\int\nabla f\cdot\mathbf j$. If density and current commuted, $[A,i[H,A]]$ would vanish, and so would $S$. Positivity then leaves no room for a charge density that creates excitations from the vacuum.

The file captures this argument in `rescales_of_no_schwinger_term`, with a finite matrix in place of the smeared density. Local fields, the continuity equation and unbounded operators are absent, and so is the gradient of a delta function that the Schwinger term contains in field theory.

The double commutator also appears in electronic structure. For a Hamiltonian and a dipole component represented as matrices in a finite orthonormal basis, `schwinger_sum_rule` equates a ground-state expectation value with an energy-weighted sum of transition strengths; it does not say that this sum has its complete-basis value.

## Why the sign is fixed

Expanding the commutators gives

$$[A,[H,A]]=A(HA-AH)-(HA-AH)A=2AHA-A^2H-HA^2.$$

Now take the expectation value in $w$, using only $Hw=Ew$ and the Hermiticity of both matrices:

$$\langle w,AHAw\rangle=\langle Aw,HAw\rangle,$$

$$\langle w,A^2Hw\rangle=E\langle w,A^2w\rangle=E\langle Aw,Aw\rangle,$$

$$\langle w,HA^2w\rangle=\langle Hw,A^2w\rangle=E\langle Aw,Aw\rangle.$$

The last line uses that $E$ is real. Hence

$$S=2\bigl(\langle Aw,HAw\rangle-E\langle Aw,Aw\rangle\bigr).$$

For $Aw\neq0$, the bracket is $\langle Aw,Aw\rangle$ times the mean energy of the normalised state $Aw/\lVert Aw\rVert$, measured from $E$. If $Aw$ is not a multiple of $w$, the ground-state condition with $v=Aw$ makes the bracket strictly positive.

In Lean, the identity for $S$ is `expect_double_comm`. The lemma `hermitian_move` carries a Hermitian matrix across the inner product, `noncomm_ring` expands the double commutator, and `h1`, `h2` and `h3` are the three displayed evaluations. The proof of `schwinger_term_pos` then applies the ground-state condition to `A *ᵥ w` and adds the resulting positive number to itself.

## When the term vanishes

If $Aw=cw$, then $\langle Aw,HAw\rangle=|c|^2E\langle w,w\rangle=E\langle Aw,Aw\rangle$, so $S=0$. Conversely, if $S=0$ then $Aw$ must be a multiple of $w$, since otherwise $S$ would be positive. These are the two directions of `schwinger_term_eq_zero_iff`. The multiple may be zero, as when $A$ annihilates the ground state.

For the version with the time derivative, linearity gives $[A,i[H,A]]=i[A,[H,A]]$. A vanishing expectation value on the left means $iS=0$, hence $S=0$, and the previous result applies. The Lean proof pulls out the factor `Complex.I` and cancels it because it is nonzero.

## The sum over excitation energies

Let $u_k$ be energy eigenstates, $Hu_k=\varepsilon_ku_k$ with real $\varepsilon_k$, that are complete in the sense that $\sum_k\langle u_k,x\rangle u_k=x$ for every $x$. An orthonormal eigenbasis has this property. With $v=Aw$, inserting the complete set gives

$$\langle v,x\rangle=\sum_k\overline{\langle u_k,v\rangle}\,\langle u_k,x\rangle .$$

Use this for $x=Hv$ and for $x=v$. Hermiticity gives $\langle u_k,Hv\rangle=\varepsilon_k\langle u_k,v\rangle$, so

$$S=2\sum_k(\varepsilon_k-E)\,|\langle u_k,Aw\rangle|^2 .$$

In the proof of `schwinger_sum_rule`, `key` is the insertion and `hk` is the action of $H$ on $u_k$. The theorem needs $w$ to be an eigenstate, but neither normalised nor lowest in energy. For an unnormalised nonzero $w$, both sides are divided by $\langle w,w\rangle$ to obtain the physical values.

## A lower bound from the energy gap

Suppose $w$ is a normalised eigenstate and every $v$ orthogonal to $w$ satisfies $(E+\Delta)\langle v,v\rangle\le\langle v,Hv\rangle$. For $\Delta>0$ this says that $w$ is the ground state and that an energy gap of at least $\Delta$ lies above it. Let $a=\langle w,Aw\rangle$, which is real, and remove from $Aw$ its component along $w$: $v=Aw-aw$. Then $\langle w,v\rangle=0$ and

$$\langle v,v\rangle=\langle Aw,Aw\rangle-a^2,\qquad \langle v,Hv\rangle=\langle Aw,HAw\rangle-Ea^2 .$$

Inserting both into the gap condition and cancelling $-Ea^2$ gives

$$\Delta\bigl(\langle Aw,Aw\rangle-a^2\bigr)\le\langle Aw,HAw\rangle-E\langle Aw,Aw\rangle .$$

Since $\langle Aw,Aw\rangle=\langle w,A^2w\rangle$, the bracket on the left is the variance of $A$. Doubling the inequality yields

$$2\Delta\bigl(\langle w,A^2w\rangle-\langle w,Aw\rangle^2\bigr)\le S,$$

which is `schwinger_term_ge_gap`. There, `hs` is the reality of $a$, `g` is the gap condition for the orthogonal part, and the final `convert` and `ring` match its doubled form to the claim.

## Two and three levels in numbers

The theorem `schwinger_term_witness` gives a concrete system that meets all the hypotheses of the positivity theorem. With $H=\mathrm{diag}(0,1)$, $w=(1,0)$ and $A$ the flip operator, $Aw=(0,1)$ has energy 1, so $S=2$. The ground-state condition holds because a vector that is not a multiple of $w$ has a nonzero second component, `v 1` in Lean's counting from zero, and its expectation value of $H$ is the squared modulus of that component.

A three-level example shows the sum rule and the gap bound together. Take

$$H=\begin{pmatrix}0&0&0\\0&1&0\\0&0&3\end{pmatrix},\qquad A=\begin{pmatrix}1&2&1\\2&0&0\\1&0&0\end{pmatrix},\qquad w=\begin{pmatrix}1\\0\\0\end{pmatrix}.$$

Here $E=0$ and $Aw=(1,2,1)$. The excited levels contribute $1\cdot2^2$ and $3\cdot1^2$, so $S=2(4+3)=14$. The variance of $A$ is $6-1^2=5$ and the gap is $\Delta=1$, so the lower bound is 10.

The same matrices show what fails without the ground-state condition. Choose instead the highest level $w=(0,0,1)$, with $E=3$. Then $Aw=(1,0,0)$ is not a multiple of $w$ and has energy 0, so $S=2(0-3)=-6$. Both matrices are still Hermitian and $w$ is still a normalised, non-degenerate eigenstate, but $A$ now lowers the energy and the sign is reversed.
